# Slope of a displaced Hermitian sphere term at fixed coefficients: −2 Im ⟨c, MKc⟩

If an atomic force in an LAPW calculation omits the change of the sphere integrals as the sphere moves, it will in general disagree with the slope of the computed energy. A relaxation then follows forces that do not belong to its energy surface. The missing term is computed here for a finite model in which the sphere moves rigidly and the plane-wave coefficients stay fixed.

## From plane-wave phases to a real slope

Let i and j label finitely many plane waves with real wave numbers K_i along the displacement and complex coefficients c_i. Let M be the matrix of sphere integrals at the starting position, assumed Hermitian, and write I for the imaginary unit. At distance t from the start, each wave has an extra phase at the sphere centre, so the sphere contributes

q(t) = Σ_i Σ_j conj(c_i) c_j exp(I(K_j − K_i)t) M_ij.

Put a_j = exp(I K_j t) c_j and ⟨a, Mb⟩ = Σ_i Σ_j conj(a_i) M_ij b_j. The phase of the difference factorises:

exp(I(K_j − K_i)t) = conj(exp(I K_i t)) exp(I K_j t).

Hence q(t) = ⟨a, Ma⟩. Since conj(M_ij) = M_ji, conjugation followed by a swap of the summation labels gives

conj⟨a, Mb⟩ = ⟨b, Ma⟩.

With b = a, this shows that q(t) is real. Now let K act diagonally, (Ka)_j = K_j a_j, and set z = ⟨a, MKa⟩. Differentiating each term gives

q′(t) = Σ_i Σ_j conj(a_i) I(K_j − K_i) M_ij a_j
= I(⟨a, MKa⟩ − ⟨Ka, Ma⟩)
= I(z − conj z)
= I · 2I Im z
= −2 Im z.

At t = 0 the phases are 1 and a = c, so q′(0) = −2 Im ⟨c, MKc⟩. If q is an energy, minus this slope is its force contribution at fixed coefficients. The overlap matrix of an LAPW basis also changes with the displacement, and the resulting change of normalisation is not included when M holds only Hamiltonian integrals. The assumption that M is Hermitian also matters for the kinetic energy. With basis functions φ_i and in atomic units, the sphere integrals of ½ ∇conj(φ_i) · ∇φ_j form a Hermitian matrix, whereas those of −½ conj(φ_i) ∇²φ_j in general do not, because of a term on the sphere surface.

## The model in Lean

The plane waves are indexed by an arbitrary finite type `n`.

```lean
import Mathlib

open Matrix ComplexConjugate

namespace SphereDisplacementForce

noncomputable section

variable {n : Type*} [Fintype n]
```

The imaginary unit is `Complex.I`; the docstrings write it as a lower-case i.

```lean
/-- The phase factor `exp(i x)` of a plane wave. -/
def phase (x : ℝ) : ℂ := Complex.exp (Complex.I * (x : ℂ))
```

The sandwich conjugates its first vector.

```lean
/-- The sandwich `⟨a, M b⟩` of a matrix between two coefficient vectors. -/
def braket (a : n → ℂ) (M : Matrix n n ℂ) (b : n → ℂ) : ℂ :=
  ∑ i, ∑ j, conj (a i) * M i j * b j
```

The wave numbers are real by type, which the derivation needs when it conjugates Ka.

```lean
/-- The diagonal wave-number operator `K` acting on plane-wave coefficients. -/
def waveMul (K : n → ℝ) (c : n → ℂ) : n → ℂ := fun j => (K j : ℂ) * c j

/-- Plane-wave coefficients multiplied by the phases `exp(i θ_j)`. -/
def phased (θ : n → ℝ) (c : n → ℂ) : n → ℂ := fun j => phase (θ j) * c j
```

The function q is `sphereTerm`. It takes complex values, so its reality has to be proved. `M` and `c` do not depend on `t`: changes in the interstitial region, the self-consistent potential and the coefficients are not modelled.

```lean
/-- The sphere contribution `q(t)` when the sphere is displaced by `t` and the
plane waves have wave numbers `K_i` along the displacement. -/
def sphereTerm (M : Matrix n n ℂ) (K : n → ℝ) (c : n → ℂ) (t : ℝ) : ℂ :=
  ∑ i, ∑ j, conj (c i) * c j * phase ((K j - K i) * t) * M i j
```

For a sphere at R in d dimensions, the wave numbers become wave vectors G_i and the products become dot products. Here M holds the integrals for the sphere at the origin.

```lean
/-- The sphere contribution for a sphere at position `R` in `d` dimensions and
plane waves with wave vectors `G_i`. -/
def sphereTermAt {d : ℕ} (M : Matrix n n ℂ) (G : n → Fin d → ℝ) (c : n → ℂ)
    (R : Fin d → ℝ) : ℂ :=
  ∑ i, ∑ j, conj (c i) * c j * phase ((G j - G i) ⬝ᵥ R) * M i j
```

## Phases and Hermitian exchange

The first two lemmas are the addition and difference rules for phases.

```lean
/-- Phases of added arguments multiply. -/
lemma phase_add (x y : ℝ) : phase (x + y) = phase x * phase y := by
  unfold phase
  rw [← Complex.exp_add]
  congr 1
  push_cast
  ring

/-- The phase of a difference is a product of one phase and a conjugate phase. -/
lemma phase_sub (x y : ℝ) : phase (x - y) = conj (phase y) * phase x := by
  unfold phase
  rw [← Complex.exp_conj, ← Complex.exp_add]
  congr 1
  simp only [map_mul, Complex.conj_I, Complex.conj_ofReal]
  push_cast
  ring
```

The chain rule supplies the factor I k.

```lean
/-- The derivative of the phase `exp(i k t)` with respect to `t`. -/
lemma hasDerivAt_phase (k t : ℝ) :
    HasDerivAt (fun s : ℝ => phase (k * s)) (phase (k * t) * (Complex.I * (k : ℂ))) t := by
  have h1 : HasDerivAt (fun s : ℝ => ((k * s : ℝ) : ℂ)) (k : ℂ) t := by
    simpa using ((hasDerivAt_id' t).const_mul k).ofReal_comp
  exact (h1.const_mul Complex.I).cexp
```

The exchange rule is the only place where Hermiticity enters directly; `Finset.sum_comm` swaps the labels.

```lean
/-- For a Hermitian matrix, conjugating the sandwich exchanges its two vectors. -/
lemma braket_conj {M : Matrix n n ℂ} (hM : M.IsHermitian) (a b : n → ℂ) :
    conj (braket a M b) = braket b M a := by
  simp only [braket, map_sum, map_mul, Complex.conj_conj]
  rw [Finset.sum_comm]
  refine Finset.sum_congr rfl fun i _ => Finset.sum_congr rfl fun j _ => ?_
  have h : conj (M j i) = M i j := hM.apply i j
  rw [h]
  ring
```

## Reality and the derivative

Factorising the phase in each term gives q(t) = ⟨a, Ma⟩.

```lean
/-- The sphere contribution at displacement `t` is the sandwich of `M` with each coefficient given
the phase `exp(i K_j t)`. -/
theorem sphereTerm_eq_braket (M : Matrix n n ℂ) (K : n → ℝ) (c : n → ℂ) (t : ℝ) :
    sphereTerm M K c t =
      braket (phased (fun j => K j * t) c) M (phased (fun j => K j * t) c) := by
  unfold sphereTerm braket
  refine Finset.sum_congr rfl fun i _ => Finset.sum_congr rfl fun j _ => ?_
  rw [sub_mul, phase_sub]
  simp only [phased, map_mul]
  ring
```

Reality is stated as a vanishing imaginary part, for every t.

```lean
/-- The sphere contribution of a Hermitian matrix is real at every displacement. -/
theorem sphereTerm_real {M : Matrix n n ℂ} (hM : M.IsHermitian) (K : n → ℝ)
    (c : n → ℂ) (t : ℝ) : (sphereTerm M K c t).im = 0 := by
  rw [← Complex.conj_eq_iff_im, sphereTerm_eq_braket]
  exact braket_conj hM _ _
```

`HasDerivAt` says that q is differentiable at t with the given derivative, here a real number regarded as complex. In the proof, `hd` differentiates term by term, `hs` collects the result into I(⟨a, MKa⟩ − ⟨Ka, Ma⟩), and the last lines use the exchange rule and I² = −1.

```lean
/-- For Hermitian `M`, the derivative of the sphere contribution at every displacement `t` is `-2 Im
⟨c_t, M K c_t⟩`, where `c_t` are the coefficients with phases `exp(i K_j t)`. -/
theorem hasDerivAt_sphereTerm {M : Matrix n n ℂ} (hM : M.IsHermitian) (K : n → ℝ)
    (c : n → ℂ) (t : ℝ) :
    HasDerivAt (sphereTerm M K c)
      ((-2 * (braket (phased (fun j => K j * t) c) M
        (waveMul K (phased (fun j => K j * t) c))).im : ℝ) : ℂ) t := by
  -- differentiate the double sum term by term
  have hd : HasDerivAt (sphereTerm M K c)
      (∑ i, ∑ j, conj (c i) * c j *
        (phase ((K j - K i) * t) * (Complex.I * ((K j - K i : ℝ) : ℂ))) * M i j) t := by
    change HasDerivAt (fun s : ℝ =>
      ∑ i, ∑ j, conj (c i) * c j * phase ((K j - K i) * s) * M i j) _ t
    exact HasDerivAt.fun_sum fun i _ => HasDerivAt.fun_sum fun j _ =>
      ((hasDerivAt_phase (K j - K i) t).const_mul _).mul_const _
  refine hd.congr_deriv ?_
  set a := phased (fun j => K j * t) c with ha
  -- the sum is `i` times the commutator of `M` and `K` between the phased coefficients
  have hs : (∑ i, ∑ j, conj (c i) * c j *
        (phase ((K j - K i) * t) * (Complex.I * ((K j - K i : ℝ) : ℂ))) * M i j)
      = Complex.I * (braket a M (waveMul K a) - braket (waveMul K a) M a) := by
    simp only [braket, ← Finset.sum_sub_distrib, Finset.mul_sum]
    refine Finset.sum_congr rfl fun i _ => Finset.sum_congr rfl fun j _ => ?_
    rw [sub_mul, phase_sub]
    simp only [ha, waveMul, phased, map_mul, Complex.conj_ofReal]
    push_cast
    ring
  -- Hermiticity turns the commutator into an imaginary part
  rw [hs, ← braket_conj hM a (waveMul K a), Complex.sub_conj]
  push_cast
  linear_combination (2 * ((braket a M (waveMul K a)).im : ℂ)) * Complex.I_sq
```

Setting t = 0 removes the phases.

```lean
/-- For Hermitian `M`, the derivative of the sphere contribution at zero displacement is `-2 Im ⟨c,
M K c⟩`. -/
theorem hasDerivAt_sphereTerm_zero {M : Matrix n n ℂ} (hM : M.IsHermitian)
    (K : n → ℝ) (c : n → ℂ) :
    HasDerivAt (sphereTerm M K c)
      ((-2 * (braket c M (waveMul K c)).im : ℝ) : ℂ) 0 := by
  have h0 : phased (fun j => K j * 0) c = c := by
    funext j
    simp [phased, phase]
  have h := hasDerivAt_sphereTerm hM K c 0
  rwa [h0] at h
```

## Any position and direction

Along R + s u, the phases at R are absorbed into the coefficients, and G_j · u plays the part of K_j. The vector u need not have length one; a unit vector gives the slope per unit distance.

```lean
/-- For Hermitian `M` and a sphere at `R` in `d` dimensions, the derivative of the sphere
contribution along `u` is `-2 Im ⟨c_R, M (G·u) c_R⟩`, where `c_R` are the coefficients with phases
`exp(i G_j·R)`. -/
theorem hasDerivAt_sphereTermAt {d : ℕ} {M : Matrix n n ℂ} (hM : M.IsHermitian)
    (G : n → Fin d → ℝ) (c : n → ℂ) (R u : Fin d → ℝ) :
    HasDerivAt (fun s : ℝ => sphereTermAt M G c (R + s • u))
      ((-2 * (braket (phased (fun j => G j ⬝ᵥ R) c) M
        (waveMul (fun j => G j ⬝ᵥ u) (phased (fun j => G j ⬝ᵥ R) c))).im : ℝ) : ℂ) 0 := by
  -- absorb the phases at `R` into the coefficients
  have h : (fun s : ℝ => sphereTermAt M G c (R + s • u)) =
      sphereTerm M (fun j => G j ⬝ᵥ u) (phased (fun j => G j ⬝ᵥ R) c) := by
    funext s
    unfold sphereTermAt sphereTerm
    refine Finset.sum_congr rfl fun i _ => Finset.sum_congr rfl fun j _ => ?_
    have e : (G j - G i) ⬝ᵥ (R + s • u) =
        (G j ⬝ᵥ R - G i ⬝ᵥ R) + (G j ⬝ᵥ u - G i ⬝ᵥ u) * s := by
      simp only [sub_dotProduct, dotProduct_add, dotProduct_smul, smul_eq_mul]
      ring
    rw [e, phase_add, phase_sub]
    simp only [phased, map_mul]
    ring
  rw [h]
  exact hasDerivAt_sphereTerm_zero hM _ _
```

In an LAPW code, the phases at R typically sit in the matching coefficients. For each direction, one can multiply the coefficients by G_j · u, apply the sphere matrix with these phases included, and take the imaginary part of the inner product with the original coefficients; −2 times the result is the slope. Where the slope is nonzero, a finite difference of q at fixed coefficients tests the sign and the factor.

## A zero slope and a nonzero one

For real M and c, ⟨c, MKc⟩ is real, so the slope at t = 0 vanishes.

```lean
/-- If the matrix is Hermitian and real and the coefficients are real, the derivative of the sphere
contribution at zero displacement vanishes. -/
theorem hasDerivAt_zero_of_real {M : Matrix n n ℂ} (hM : M.IsHermitian) (K : n → ℝ)
    (c : n → ℂ) (hMr : ∀ i j, conj (M i j) = M i j) (hc : ∀ i, conj (c i) = c i) :
    HasDerivAt (sphereTerm M K c) 0 0 := by
  have hz : (braket c M (waveMul K c)).im = 0 := by
    rw [← Complex.conj_eq_iff_im]
    simp only [braket, waveMul, map_sum, map_mul, Complex.conj_ofReal, hMr, hc]
  have h := hasDerivAt_sphereTerm_zero hM K c
  rw [hz] at h
  simpa using h
```

Two waves with a relative phase of π/2 can have a nonzero slope, as the next example shows for k ≠ 0. The coefficients (1, I) have squared norm 2; normalising them turns −2 sin(kt) into −sin(kt), whose slope at zero is −k.

```lean
/-- Two plane waves with wave numbers `0` and `k`, coefficients `1` and `i`, and a
unit off-diagonal coupling give the sphere contribution `-2 sin(k t)`. -/
theorem sphereTerm_two_waves (k t : ℝ) :
    sphereTerm !![0, 1; 1, 0] ![0, k] ![1, Complex.I] t =
      -2 * Complex.sin ((k : ℂ) * (t : ℂ)) := by
  have hp : ∀ x : ℝ, phase x = Complex.cos (x : ℂ) + Complex.sin (x : ℂ) * Complex.I := by
    intro x
    rw [phase, mul_comm, Complex.exp_mul_I]
  simp [sphereTerm, Fin.sum_univ_two, hp]
  linear_combination (2 * Complex.sin ((k : ℂ) * (t : ℂ))) * Complex.I_sq

end

end SphereDisplacementForce
```

```lean
#print axioms SphereDisplacementForce.hasDerivAt_sphereTerm
#print axioms SphereDisplacementForce.hasDerivAt_sphereTermAt
#print axioms SphereDisplacementForce.hasDerivAt_zero_of_real
#print axioms SphereDisplacementForce.sphereTerm_two_waves
```

```
'SphereDisplacementForce.hasDerivAt_sphereTerm' depends on axioms: [propext, Classical.choice, Quot.sound]
'SphereDisplacementForce.hasDerivAt_sphereTermAt' depends on axioms: [propext, Classical.choice, Quot.sound]
'SphereDisplacementForce.hasDerivAt_zero_of_real' depends on axioms: [propext, Classical.choice, Quot.sound]
'SphereDisplacementForce.sphereTerm_two_waves' depends on axioms: [propext, Classical.choice, Quot.sound]
```

## The curvature by the same argument

Differentiating once more by hand, a step not formalised above, gives the fixed-coefficient curvature

q″(t) = 2⟨Ka, MKa⟩ − 2 Re ⟨a, MK²a⟩.

It is only one part of a force constant, because the coefficients of a real calculation also respond to the displacement.
